# Inverse-cube extrapolation in angular momentum leaves the radial deficit of quartically bounded partial waves

## Increments, recovered fractions and the two-point formula

The correlation energy of an atom is expanded in partial waves $l = 0, 1, 2, \dots$, where $l$ is the angular momentum of the orbitals added at each stage. Let $a_l$ be the energy increment of wave $l$ when its radial space is complete. All energies are real numbers in one common unit, and correlation energies are negative. The exact energy of the model is

$$A = \sum_{l=0}^{\infty} a_l .$$

In Lean 4 with Mathlib:

```lean
import Mathlib

open Filter Topology

namespace PartialWaveRadialIncompleteness

noncomputable section
```

For any sequence of increments $e_l$, the energy truncated at $L$ includes wave $L$ itself:

$$S_L = \sum_{l=0}^{L} e_l .$$

```lean
/-- The energy summed over the partial waves `l = 0, …, L`, with increments `e l`. -/
def partialWaveSum (e : ℕ → ℝ) (L : ℕ) : ℝ := ∑ l ∈ Finset.range (L + 1), e l
```

`Finset.range (L + 1)` is the set $\{0,\dots,L\}$, so `partialWaveSum e 0` is $e_0$ and not zero.

The inverse-cube extrapolation combines two consecutive truncated energies:

$$X_L = \frac{(L+1)^3 S_{L+1} - L^3 S_L}{(L+1)^3 - L^3}.$$

```lean
/-- The inverse-cube two-point extrapolation from the energies at `L` and `L + 1`. -/
def extrapolate (S : ℕ → ℝ) (L : ℕ) : ℝ :=
  (((L : ℝ) + 1) ^ 3 * S (L + 1) - (L : ℝ) ^ 3 * S L) / (((L : ℝ) + 1) ^ 3 - (L : ℝ) ^ 3)
```

A finite radial basis recovers only a fraction $f_l$ of each increment, so the computed increments are $f_l a_l$.

```lean
/-- The increments that a radial basis recovers: the fraction `f l` of each `a l`. -/
def recovered (f a : ℕ → ℝ) (l : ℕ) : ℝ := f l * a l
```

The fractions form one fixed sequence: they may vary from wave to wave, but they do not change as $L$ grows. This describes a calculation in which higher waves are added while the radial functions already present stay as they are, and in which adding a wave does not alter the earlier increments.

Three conditions enter below.

- $|a_l| \le K/(l+1)^4$. This stands for the slow angular convergence caused by the electron-electron cusp in singlet pairs, with $K$ setting its scale. It is assumed here and not derived from a Hamiltonian.
- $a_l \le 0$, so that every wave lowers the energy or leaves it unchanged.
- $0 \le f_l \le 1$. For the second-order energy of a $1s^2$ atom with the exact occupied orbital, the waves decouple and each increment is minimised separately, which gives this condition. In other methods it is a modelling assumption.

## The formula removes a pure inverse-cube tail

The denominator of $X_L$ is

$$D_L = (L+1)^3 - L^3 = 3L^2 + 3L + 1 > 0 .$$

```lean
/-- The denominator of the two-point extrapolation is positive for every `L`. -/
theorem cube_gap_pos (L : ℕ) : 0 < ((L : ℝ) + 1) ^ 3 - (L : ℝ) ^ 3 := by
  have h : ((L : ℝ) + 1) ^ 3 - (L : ℝ) ^ 3 = 3 * (L : ℝ) ^ 2 + 3 * L + 1 := by ring
  rw [h]
  positivity
```

Suppose that $S_L = E + c/L^3$ and $S_{L+1} = E + c/(L+1)^3$ for some constant $c$ and some $L > 0$. Multiplying by the cubes gives

$$(L+1)^3 S_{L+1} - L^3 S_L = D_L E + c - c = D_L E ,$$

and division by $D_L$ leaves $X_L = E$.

```lean
/-- For `L > 0`, the extrapolation returns `E` if the energies at `L` and `L + 1` deviate from `E`
by a pure inverse-cube term. -/
theorem extrapolate_exact {S : ℕ → ℝ} {E c : ℝ} {L : ℕ} (hL : 0 < L)
    (h0 : S L = E + c / (L : ℝ) ^ 3) (h1 : S (L + 1) = E + c / ((L : ℝ) + 1) ^ 3) :
    extrapolate S L = E := by
  have hx : (L : ℝ) ≠ 0 := by exact_mod_cast hL.ne'
  have hy : (L : ℝ) + 1 ≠ 0 := by positivity
  have e0 : c / (L : ℝ) ^ 3 * (L : ℝ) ^ 3 = c := div_mul_cancel₀ _ (pow_ne_zero 3 hx)
  have e1 : c / ((L : ℝ) + 1) ^ 3 * ((L : ℝ) + 1) ^ 3 = c :=
    div_mul_cancel₀ _ (pow_ne_zero 3 hy)
  unfold extrapolate
  rw [div_eq_iff (cube_gap_pos L).ne', h0, h1]
  linear_combination e1 - e0
```

The equations `e0` and `e1` cancel the cubes against their denominators, and `linear_combination e1 - e0` is the subtraction $c - c$. The condition $L > 0$ is natural, since $X_0 = S_1$ whatever $S_0$ may be.

Increments that decay as $l^{-4}$ leave a tail that decays as $L^{-3}$, which is the reason for the cubes. The convergence results below need only the upper bound on the increments, not an exact power law.

## Extrapolation preserves the limit

Writing $(L+1)^3 = D_L + L^3$ in the numerator gives

$$X_L = S_{L+1} + \frac{L^2}{D_L}\; L\,(S_{L+1} - S_L).$$

The prefactor satisfies $0 \le L^2/D_L \le 1$, because $D_L \ge L^2$. If $S_L \to E$ and $L(S_{L+1}-S_L) \to 0$, the correction vanishes and $X_L \to E$.

```lean
/-- If the energies converge to `E` and `L` times their increment vanishes, then the
extrapolated energies converge to the same `E`. -/
theorem extrapolate_tendsto {S : ℕ → ℝ} {E : ℝ} (hS : Tendsto S atTop (𝓝 E))
    (hd : Tendsto (fun L : ℕ => (L : ℝ) * (S (L + 1) - S L)) atTop (𝓝 0)) :
    Tendsto (extrapolate S) atTop (𝓝 E) := by
  -- the extrapolated value is the last energy plus a correction
  have key : ∀ L : ℕ, extrapolate S L = S (L + 1) +
      (L : ℝ) ^ 2 / (((L : ℝ) + 1) ^ 3 - (L : ℝ) ^ 3) * ((L : ℝ) * (S (L + 1) - S L)) := by
    intro L
    have g := (cube_gap_pos L).ne'
    have e := div_mul_cancel₀ ((L : ℝ) ^ 2) g
    unfold extrapolate
    rw [div_eq_iff g]
    linear_combination (-((L : ℝ) * (S (L + 1) - S L))) * e
  have habs := hd.abs
  rw [abs_zero] at habs
  -- the prefactor of the correction is at most one
  have hcorr : Tendsto (fun L : ℕ => (L : ℝ) ^ 2 / (((L : ℝ) + 1) ^ 3 - (L : ℝ) ^ 3) *
      ((L : ℝ) * (S (L + 1) - S L))) atTop (𝓝 0) := by
    refine squeeze_zero_norm (fun L => ?_) habs
    have g := cube_gap_pos L
    have hL : (0 : ℝ) ≤ L := Nat.cast_nonneg L
    have hr : |(L : ℝ) ^ 2 / (((L : ℝ) + 1) ^ 3 - (L : ℝ) ^ 3)| ≤ 1 := by
      rw [abs_of_nonneg (div_nonneg (sq_nonneg _) g.le), div_le_one g]
      nlinarith [sq_nonneg (L : ℝ)]
    rw [Real.norm_eq_abs, abs_mul]
    exact mul_le_of_le_one_left (abs_nonneg _) hr
  have hsum := (hS.comp (tendsto_add_atTop_nat 1)).add hcorr
  rw [add_zero] at hsum
  exact hsum.congr fun L => (key L).symm
```

In the proof, `key` is the displayed identity and `hr` is the bound on the prefactor. `squeeze_zero_norm` then traps the correction below $|L(S_{L+1}-S_L)|$. The theorem holds for any real sequence of energies, whatever their origin.

## Quartic decay supplies both conditions

If $|e_l| \le K/(l+1)^4$, the series $\sum_l e_l$ converges by comparison with $K\sum_{n\ge1} n^{-4}$.

```lean
/-- Increments bounded in absolute value by `K / (l + 1) ^ 4` have a convergent sum. -/
theorem summable_of_quartic {e : ℕ → ℝ} {K : ℝ}
    (h : ∀ l : ℕ, |e l| ≤ K / ((l : ℝ) + 1) ^ 4) : Summable e := by
  have h1 : Summable (fun n : ℕ => 1 / (n : ℝ) ^ 4) :=
    Real.summable_one_div_nat_pow.mpr (by norm_num)
  have h2 := ((summable_nat_add_iff 1).mpr h1).mul_left K
  refine Summable.of_norm_bounded h2 (fun l => ?_)
  simpa [Real.norm_eq_abs, div_eq_mul_inv] using h l
```

The increment from $L$ to $L+1$ is $S_{L+1}-S_L = e_{L+1}$, and the bound at $l = L+1$ has denominator $(L+2)^4$. Taking $l=0$ in the bound shows that $K \ge 0$. Since $L(L+1) \le (L+2)^4$,

$$L\,|e_{L+1}| \le \frac{L K}{(L+2)^4} \le \frac{K}{L+1} \to 0 .$$

Both conditions of the previous step hold, so $X_L \to \sum_l e_l$.

```lean
/-- For increments bounded in absolute value by `K / (l + 1) ^ 4`, the extrapolated energies
converge to the full sum of these increments. -/
theorem extrapolate_partialWaveSum {e : ℕ → ℝ} {K : ℝ}
    (h : ∀ l : ℕ, |e l| ≤ K / ((l : ℝ) + 1) ^ 4) :
    Tendsto (extrapolate (partialWaveSum e)) atTop (𝓝 (∑' l, e l)) := by
  have hK : 0 ≤ K := by
    have h0 := (abs_nonneg _).trans (h 0)
    simpa using h0
  apply extrapolate_tendsto
  · exact (summable_of_quartic h).hasSum.tendsto_sum_nat.comp (tendsto_add_atTop_nat 1)
  · have hlim := (tendsto_one_div_add_atTop_nhds_zero_nat (𝕜 := ℝ)).const_mul K
    rw [mul_zero] at hlim
    refine squeeze_zero_norm (fun L => ?_) hlim
    have hstep : partialWaveSum e (L + 1) - partialWaveSum e L = e (L + 1) := by
      unfold partialWaveSum
      rw [Finset.sum_range_succ _ (L + 1)]
      ring
    have hL : (0 : ℝ) ≤ L := Nat.cast_nonneg L
    have hb := h (L + 1)
    push_cast at hb
    have hp : (L : ℝ) * (L + 1) ≤ ((L : ℝ) + 1 + 1) ^ 4 := by
      have h1 : ((L : ℝ) + 1 + 1) ^ 4 - (L : ℝ) * (L + 1) =
          (L : ℝ) ^ 4 + 8 * (L : ℝ) ^ 3 + 23 * (L : ℝ) ^ 2 + 31 * L + 16 := by ring
      have h2 : 0 ≤ (L : ℝ) ^ 4 + 8 * (L : ℝ) ^ 3 + 23 * (L : ℝ) ^ 2 + 31 * L + 16 := by
        positivity
      linarith
    rw [hstep, Real.norm_eq_abs, abs_mul, abs_of_nonneg hL, mul_one_div]
    calc (L : ℝ) * |e (L + 1)| ≤ L * (K / ((L : ℝ) + 1 + 1) ^ 4) :=
          mul_le_mul_of_nonneg_left hb hL
      _ = (L * K) / ((L : ℝ) + 1 + 1) ^ 4 := by ring
      _ ≤ K / ((L : ℝ) + 1) := by
          rw [div_le_div_iff₀ (by positivity) (by positivity)]
          linarith [mul_le_mul_of_nonneg_left hp hK]
```

The final `calc` block is this chain of inequalities. The polynomial inequality `hp` is proved by expanding the difference $(L+2)^4 - L(L+1)$, whose coefficients are all positive.

## The recovered series has its own limit

The recovered increments obey the same bound, because

$$|f_l a_l| = f_l |a_l| \le |a_l| \le \frac{K}{(l+1)^4}.$$

```lean
/-- Recovering a fraction between 0 and 1 of each increment preserves the quartic bound. -/
theorem recovered_bound {a f : ℕ → ℝ} {K : ℝ}
    (ha : ∀ l : ℕ, |a l| ≤ K / ((l : ℝ) + 1) ^ 4) (hf : ∀ l, f l ∈ Set.Icc (0 : ℝ) 1)
    (l : ℕ) : |recovered f a l| ≤ K / ((l : ℝ) + 1) ^ 4 := by
  unfold recovered
  rw [abs_mul, abs_of_nonneg (hf l).1]
  exact (mul_le_of_le_one_left (abs_nonneg _) (hf l).2).trans (ha l)
```

The previous convergence result therefore applies with $e_l = f_l a_l$, and the extrapolated energies tend to

$$R = \sum_{l=0}^{\infty} f_l a_l .$$

Both series converge, so they may be subtracted term by term:

$$A - R = \sum_{l=0}^{\infty} (1-f_l)\,a_l \le 0 ,$$

where the sign follows from $1 - f_l \ge 0$ and $a_l \le 0$.

```lean
/-- For nonpositive increments with `|a l| ≤ K / (l + 1) ^ 4` and recovered fractions in `[0, 1]`,
extrapolation in `L` converges to the recovered sum. The exact energy differs from it by the sum of
`(1 - f l) * a l`, which is nonpositive. -/
theorem extrapolation_misses_radial_part {a f : ℕ → ℝ} {K : ℝ}
    (ha : ∀ l : ℕ, |a l| ≤ K / ((l : ℝ) + 1) ^ 4) (hneg : ∀ l, a l ≤ 0)
    (hf : ∀ l, f l ∈ Set.Icc (0 : ℝ) 1) :
    Tendsto (extrapolate (partialWaveSum (recovered f a))) atTop (𝓝 (∑' l, f l * a l)) ∧
      (∑' l, a l) - (∑' l, f l * a l) = ∑' l, (1 - f l) * a l ∧
      ∑' l, (1 - f l) * a l ≤ 0 := by
  have hb := recovered_bound ha hf
  have hs : Summable (fun l => f l * a l) := summable_of_quartic hb
  refine ⟨extrapolate_partialWaveSum hb, ?_, ?_⟩
  · rw [← Summable.tsum_sub (summable_of_quartic ha) hs]
    exact tsum_congr fun l => by ring
  · exact tsum_nonpos fun l =>
      mul_nonpos_of_nonneg_of_nonpos (sub_nonneg.mpr (hf l).2) (hneg l)
```

The conclusion has three parts: the limit of the extrapolated energies, the missing energy as a series, and its sign. `Tendsto … atTop (𝓝 …)` is the limit $L \to \infty$, and `∑'` is the sum of the infinite series. Only the third part uses $a_l \le 0$. The limit $R$ lies at or above the exact energy, and the gap is the radial deficit summed over all waves.

This concerns the limit alone. At finite $L$ an extrapolated value can fall below $R$, and even below $A$, for instance when wave $L+1$ is the last one that contributes.

## When the exact energy is reached

Suppose that the extrapolated energies tend to $A$. Limits are unique, so $R = A$ and

$$\sum_{l=0}^{\infty} (f_l a_l - a_l) = 0 .$$

Each term equals $(1-f_l)(-a_l) \ge 0$. A convergent series of nonnegative terms with sum zero has only zero terms, so $(f_l - 1)a_l = 0$ for every $l$, which means $f_l = 1$ or $a_l = 0$. Conversely, if one of these holds for every $l$, the recovered increments are the exact ones and the limit is $A$.

```lean
/-- For nonpositive increments with `|a l| ≤ K / (l + 1) ^ 4` and recovered fractions in `[0, 1]`,
extrapolation in `L` converges to the exact energy if and only if every partial wave is either fully
recovered or has zero increment. -/
theorem extrapolation_exact_iff {a f : ℕ → ℝ} {K : ℝ}
    (ha : ∀ l : ℕ, |a l| ≤ K / ((l : ℝ) + 1) ^ 4) (hneg : ∀ l, a l ≤ 0)
    (hf : ∀ l, f l ∈ Set.Icc (0 : ℝ) 1) :
    Tendsto (extrapolate (partialWaveSum (recovered f a))) atTop (𝓝 (∑' l, a l)) ↔
      ∀ l, f l = 1 ∨ a l = 0 := by
  have hb := recovered_bound ha hf
  constructor
  · intro h
    have heq := tendsto_nhds_unique h (extrapolate_partialWaveSum hb)
    have hsum := (summable_of_quartic hb).hasSum.sub (summable_of_quartic ha).hasSum
    rw [← heq, sub_self] at hsum
    -- a vanishing sum of nonnegative deficits has only zero terms
    have hpos : ∀ l, 0 ≤ recovered f a l - a l := by
      intro l
      unfold recovered
      nlinarith [mul_nonneg (sub_nonneg.mpr (hf l).2) (neg_nonneg.mpr (hneg l))]
    have hz := (hasSum_zero_iff_of_nonneg hpos).mp hsum
    intro l
    have hl : f l * a l - a l = 0 := congrFun hz l
    have hm : (f l - 1) * a l = 0 := by linear_combination hl
    exact (mul_eq_zero.mp hm).imp sub_eq_zero.mp id
  · intro h
    have hfa : recovered f a = a := by
      funext l
      unfold recovered
      rcases h l with h1 | h1 <;> simp [h1]
    rw [hfa]
    exact extrapolate_partialWaveSum ha
```

`tendsto_nhds_unique` identifies the two limits, and `hasSum_zero_iff_of_nonneg` passes from the vanishing sum to the vanishing terms. With increments of mixed sign the equivalence can fail: for $a_0 = -1$, $a_1 = 1$, all other increments zero and $f_l = \tfrac12$ throughout, both sums vanish although two waves are only half recovered.

## A common ceiling on the recovered fractions

If $f_l \le q$ for every $l$, multiplication by $a_l \le 0$ reverses the inequality to $f_l a_l \ge q a_l$. Summation gives

$$R \ge q A .$$

With $q = 0.9$, at least a tenth of the correlation energy is missing from the limit.

```lean
/-- For nonpositive increments with `|a l| ≤ K / (l + 1) ^ 4` and recovered fractions in `[0, 1]`,
if no recovered fraction exceeds `q` and the extrapolated energies converge to `E`, then `E` is no
lower than `q` times the exact energy. -/
theorem extrapolated_limit_bound {a f : ℕ → ℝ} {K q E : ℝ}
    (ha : ∀ l : ℕ, |a l| ≤ K / ((l : ℝ) + 1) ^ 4) (hneg : ∀ l, a l ≤ 0)
    (hf : ∀ l, f l ∈ Set.Icc (0 : ℝ) 1) (hq : ∀ l, f l ≤ q)
    (hE : Tendsto (extrapolate (partialWaveSum (recovered f a))) atTop (𝓝 E)) :
    q * ∑' l, a l ≤ E := by
  have hb := recovered_bound ha hf
  rw [tendsto_nhds_unique hE (extrapolate_partialWaveSum hb), ← tsum_mul_left]
  exact Summable.tsum_le_tsum (fun l => mul_le_mul_of_nonpos_right (hq l) (hneg l))
    ((summable_of_quartic ha).mul_left q) (summable_of_quartic hb)

end

end PartialWaveRadialIncompleteness
```

Here `E` is any limit of the extrapolated energies, and uniqueness identifies it with $R$. The comparison of the two series is `Summable.tsum_le_tsum`. Equality occurs when every wave is recovered to the same fraction $q$.

```lean
#print axioms PartialWaveRadialIncompleteness.extrapolate_partialWaveSum
#print axioms PartialWaveRadialIncompleteness.extrapolation_misses_radial_part
#print axioms PartialWaveRadialIncompleteness.extrapolation_exact_iff
#print axioms PartialWaveRadialIncompleteness.extrapolated_limit_bound
```

```
'PartialWaveRadialIncompleteness.extrapolate_partialWaveSum' depends on axioms: [propext, Classical.choice, Quot.sound]
'PartialWaveRadialIncompleteness.extrapolation_misses_radial_part' depends on axioms: [propext, Classical.choice, Quot.sound]
'PartialWaveRadialIncompleteness.extrapolation_exact_iff' depends on axioms: [propext, Classical.choice, Quot.sound]
'PartialWaveRadialIncompleteness.extrapolated_limit_bound' depends on axioms: [propext, Classical.choice, Quot.sound]
```

## One half-recovered wave in numbers

Take $a_l = -1/(l+1)^4$, so that $K = 1$ and $A = -\pi^4/90 \approx -1.08232$. Let $f_1 = \tfrac12$ and let all other waves be complete. The missing energy is $(1-f_1)a_1 = -\tfrac{1}{32} = -0.03125$.

The recovered sums at $L = 2$ and $L = 3$ are

$$S_2 = -\left(1 + \tfrac{1}{32} + \tfrac{1}{81}\right) \approx -1.04360, \qquad S_3 = S_2 - \tfrac{1}{256} \approx -1.04750 .$$

Extrapolation gives

$$X_2 = \frac{27 S_3 - 8 S_2}{19} \approx -1.04915 .$$

The limit is $R = A + \tfrac{1}{32} \approx -1.05107$. The extrapolated value is already within $0.002$ of $R$, but it is $0.033$ above $A$. The two weights, $27/19$ and $-8/19$, add to one, so an error common to $S_2$ and $S_3$ passes through unchanged. The deficit of the $l=1$ wave is such an error.

## Energies from an atomic calculation

In an atomic correlation calculation one may choose a set of radial functions for each $l$, compute the energy with all waves up to $l = 4$ and again up to $l = 5$, and form

$$X_4 = \frac{125\,S_5 - 64\,S_4}{61}.$$

In the present model, with its fixed fractions and independent increments, continuing this to higher $L$ converges to the energy of those radial sets. If a contributing wave has $f_l < 1$, this limit lies above $A$. Enlarging the radial sets as well, so that the $f_l$ of the contributing waves move towards one, brings the limit towards $A$.

Correlation-consistent basis families are used with a formula of the same shape, in which the cardinal number of the basis takes the place of $L$. There the radial and angular spaces grow together, so the recovered fractions change from one basis to the next, and the theorems for a fixed sequence $f_l$ do not apply to that procedure as they stand.
